# The squared matrix element of b·σ between spin-½ Zeeman levels is |w × b|²/|w|²

For a real vector $a=(a_0,a_1,a_2)$, write $|a|=\sqrt{a\cdot a}$ and let $a\cdot\sigma$ be the $2\times2$ matrix with rows $(a_2,\ a_0-ia_1)$ and $(a_0+ia_1,\ -a_2)$, so that component 2 lies along the quantisation axis of the basis. Spinors are pairs of complex numbers with inner product $\langle x,y\rangle=\sum_i \overline{x_i}\,y_i$, and $u$, $v$ denote unit eigenvectors of $w\cdot\sigma$ with eigenvalues $|w|$ and $-|w|$, for a nonzero real static field $w$. The driving field $b$ is also a real vector.

```lean
import Mathlib

open Matrix

namespace EPRTransition

noncomputable section

/-- The matrix `a·σ` of a real vector `a`, written in the eigenbasis of `σ_z`. -/
def pauliDot (a : Fin 3 → ℝ) : Matrix (Fin 2) (Fin 2) ℂ :=
  !![(a 2 : ℂ), (a 0 : ℂ) - (a 1 : ℂ) * Complex.I;
     (a 0 : ℂ) + (a 1 : ℂ) * Complex.I, -(a 2 : ℂ)]

/-- The Euclidean length of a real vector. -/
def len (a : Fin 3 → ℝ) : ℝ := Real.sqrt (a ⬝ᵥ a)

/-- `u` and `v` are normalised upper and lower levels of a spin in the static field `w`. -/
structure IsLevelPair (w : Fin 3 → ℝ) (u v : Fin 2 → ℂ) : Prop where
  upper : pauliDot w *ᵥ u = (len w : ℂ) • u
  lower : pauliDot w *ᵥ v = (-(len w : ℂ)) • v
  norm_upper : star u ⬝ᵥ u = 1
  norm_lower : star v ⬝ᵥ v = 1

/-- The squared matrix element `|⟨u, (b·σ) v⟩|²` for a driving field `b`. -/
def intensity (b : Fin 3 → ℝ) (u v : Fin 2 → ℂ) : ℝ :=
  ‖star u ⬝ᵥ (pauliDot b *ᵥ v)‖ ^ 2

lemma self_nonneg (a : Fin 3 → ℝ) : 0 ≤ a ⬝ᵥ a := by
  rw [dotProduct, Fin.sum_univ_three]
  nlinarith [mul_self_nonneg (a 0), mul_self_nonneg (a 1), mul_self_nonneg (a 2)]

lemma len_sq (a : Fin 3 → ℝ) : len a ^ 2 = a ⬝ᵥ a := Real.sq_sqrt (self_nonneg a)

lemma self_ne {w : Fin 3 → ℝ} (hw : w ≠ 0) : w ⬝ᵥ w ≠ 0 :=
  fun h => hw (dotProduct_self_eq_zero.mp h)

lemma len_ne {w : Fin 3 → ℝ} (hw : w ≠ 0) : len w ≠ 0 := by
  intro h
  apply self_ne hw
  rw [← len_sq, h]
  norm_num

/-- The anticommutator of `a·σ` and `b·σ` is `2 a·b` times the identity. -/
theorem pauliDot_anticomm (a b : Fin 3 → ℝ) :
    pauliDot a * pauliDot b + pauliDot b * pauliDot a
      = (2 * ((a ⬝ᵥ b : ℝ) : ℂ)) • (1 : Matrix (Fin 2) (Fin 2) ℂ) := by
  ext i j
  fin_cases i <;> fin_cases j <;>
    simp [pauliDot, Fin.sum_univ_three, dotProduct] <;>
    first
    | ring1
    | linear_combination (-2 * (a 1 : ℂ) * (b 1 : ℂ)) * Complex.I_sq

lemma pauliDot_herm (a : Fin 3 → ℝ) : (pauliDot a)ᴴ = pauliDot a := by
  ext i j
  fin_cases i <;> fin_cases j <;> simp [pauliDot, Matrix.conjTranspose_apply]
  ring

lemma herm_move (a : Fin 3 → ℝ) (x y : Fin 2 → ℂ) :
    star x ⬝ᵥ (pauliDot a *ᵥ y) = star (pauliDot a *ᵥ x) ⬝ᵥ y := by
  rw [Matrix.star_mulVec, pauliDot_herm, Matrix.dotProduct_mulVec]

lemma anticomm_expect (a b : Fin 3 → ℝ) (v : Fin 2 → ℂ) (hv : star v ⬝ᵥ v = 1) :
    star (pauliDot a *ᵥ v) ⬝ᵥ (pauliDot b *ᵥ v)
      + star (pauliDot b *ᵥ v) ⬝ᵥ (pauliDot a *ᵥ v) = 2 * ((a ⬝ᵥ b : ℝ) : ℂ) := by
  have h := congrArg (fun M => star v ⬝ᵥ (M *ᵥ v)) (pauliDot_anticomm a b)
  simp only [Matrix.add_mulVec, dotProduct_add, ← Matrix.mulVec_mulVec, Matrix.smul_mulVec,
    Matrix.one_mulVec, dotProduct_smul, hv, smul_eq_mul, mul_one] at h
  rw [← herm_move a v (pauliDot b *ᵥ v), ← herm_move b v (pauliDot a *ᵥ v)]
  exact h

/-- The upper and lower levels in a nonzero static field are orthogonal. -/
theorem levels_orthogonal {w : Fin 3 → ℝ} {u v : Fin 2 → ℂ} (hw : w ≠ 0)
    (h : IsLevelPair w u v) : star u ⬝ᵥ v = 0 := by
  have h1 := herm_move w u v
  rw [h.upper, h.lower, star_smul, smul_dotProduct, dotProduct_smul, smul_eq_mul, smul_eq_mul,
    Complex.star_def, Complex.conj_ofReal] at h1
  have hr : (len w : ℂ) ≠ 0 := Complex.ofReal_ne_zero.mpr (len_ne hw)
  apply mul_left_cancel₀ hr
  linear_combination (-1 / 2 : ℂ) * h1

/-- In the lower level the mean value of `b·σ` is `-(w·b)/|w|`. -/
theorem lower_expectation {w : Fin 3 → ℝ} {u v : Fin 2 → ℂ} (hw : w ≠ 0)
    (h : IsLevelPair w u v) (b : Fin 3 → ℝ) :
    star v ⬝ᵥ (pauliDot b *ᵥ v) = ((-(w ⬝ᵥ b) / len w : ℝ) : ℂ) := by
  have h1 := anticomm_expect w b v h.norm_lower
  rw [h.lower, star_smul, smul_dotProduct, dotProduct_smul, ← herm_move b v v, smul_eq_mul,
    star_neg, Complex.star_def, Complex.conj_ofReal] at h1
  have hr : (len w : ℂ) ≠ 0 := Complex.ofReal_ne_zero.mpr (len_ne hw)
  rw [Complex.ofReal_div, eq_div_iff hr, Complex.ofReal_neg]
  linear_combination (-1 / 2 : ℂ) * h1

lemma star_mul_norm (z : ℂ) : ((‖z‖ ^ 2 : ℝ) : ℂ) = star z * z := by
  have h := Complex.normSq_eq_conj_mul_self (z := z)
  rw [Complex.normSq_eq_norm_sq] at h
  exact h

/-- Two orthonormal spinors are complete: the squared amplitudes of any spinor `x` along them
add up to its squared norm. -/
theorem completeness (u v x : Fin 2 → ℂ) (hu : star u ⬝ᵥ u = 1) (hv : star v ⬝ᵥ v = 1)
    (huv : star u ⬝ᵥ v = 0) :
    ((‖star u ⬝ᵥ x‖ ^ 2 + ‖star v ⬝ᵥ x‖ ^ 2 : ℝ) : ℂ) = star x ⬝ᵥ x := by
  simp only [dotProduct, Fin.sum_univ_two, Pi.star_apply] at hu hv huv
  have hvu : star (v 0) * u 0 + star (v 1) * u 1 = 0 := by
    have h := congrArg star huv
    simp only [star_add, star_mul', star_star, star_zero] at h
    linear_combination h
  -- a left inverse of a square matrix is also a right inverse
  have hM : !![star (u 0), star (u 1); star (v 0), star (v 1)] * !![u 0, v 0; u 1, v 1]
      = (1 : Matrix (Fin 2) (Fin 2) ℂ) := by
    rw [Matrix.mul_fin_two, hu, huv, hvu, hv, Matrix.one_fin_two]
  have hN := mul_eq_one_comm.mp hM
  rw [Matrix.mul_fin_two, Matrix.one_fin_two] at hN
  have e00 : u 0 * star (u 0) + v 0 * star (v 0) = 1 := congrFun (congrFun hN 0) 0
  have e01 : u 0 * star (u 1) + v 0 * star (v 1) = 0 := congrFun (congrFun hN 0) 1
  have e10 : u 1 * star (u 0) + v 1 * star (v 0) = 0 := congrFun (congrFun hN 1) 0
  have e11 : u 1 * star (u 1) + v 1 * star (v 1) = 1 := congrFun (congrFun hN 1) 1
  rw [Complex.ofReal_add, star_mul_norm, star_mul_norm]
  simp only [dotProduct, Fin.sum_univ_two, Pi.star_apply, star_add, star_mul', star_star]
  linear_combination star (x 0) * x 0 * e00 + star (x 0) * x 1 * e01
    + star (x 1) * x 0 * e10 + star (x 1) * x 1 * e11

lemma intensity_eq_sub {w : Fin 3 → ℝ} {u v : Fin 2 → ℂ} (hw : w ≠ 0)
    (h : IsLevelPair w u v) (b : Fin 3 → ℝ) :
    intensity b u v = b ⬝ᵥ b - (w ⬝ᵥ b) ^ 2 / (w ⬝ᵥ w) := by
  have hp := completeness u v (pauliDot b *ᵥ v) h.norm_upper h.norm_lower
    (levels_orthogonal hw h)
  have hx : star (pauliDot b *ᵥ v) ⬝ᵥ (pauliDot b *ᵥ v) = ((b ⬝ᵥ b : ℝ) : ℂ) := by
    linear_combination (1 / 2 : ℂ) * anticomm_expect b b v h.norm_lower
  rw [hx] at hp
  have hq := Complex.ofReal_injective hp
  rw [lower_expectation hw h b, Complex.norm_real, Real.norm_eq_abs, sq_abs, div_pow, neg_sq,
    len_sq] at hq
  unfold intensity
  linarith

/-- The squared matrix element of `b·σ` between the two levels in the nonzero static field `w` is
`|w × b|² / |w|²`. -/
theorem transition_probability {w : Fin 3 → ℝ} {u v : Fin 2 → ℂ} (hw : w ≠ 0)
    (h : IsLevelPair w u v) (b : Fin 3 → ℝ) :
    intensity b u v = len (crossProduct w b) ^ 2 / len w ^ 2 := by
  have hc : crossProduct w b ⬝ᵥ crossProduct w b
      = (b ⬝ᵥ b) * (w ⬝ᵥ w) - (w ⬝ᵥ b) ^ 2 := by
    simp [cross_apply, dotProduct, Fin.sum_univ_three]
    ring
  rw [intensity_eq_sub hw h, len_sq, len_sq, hc, sub_div, mul_div_cancel_right₀ _ (self_ne hw)]

/-- The squared matrix element vanishes exactly when the driving field is a real multiple of the
static one. -/
theorem forbidden_iff_parallel {w : Fin 3 → ℝ} {u v : Fin 2 → ℂ} (hw : w ≠ 0)
    (h : IsLevelPair w u v) (b : Fin 3 → ℝ) :
    intensity b u v = 0 ↔ ∃ c : ℝ, b = c • w := by
  have hW := self_ne hw
  rw [intensity_eq_sub hw h]
  constructor
  · intro h0
    -- the component of `b` perpendicular to `w` has zero length
    obtain ⟨c, hc⟩ : ∃ c : ℝ, c * (w ⬝ᵥ w) = w ⬝ᵥ b := ⟨_, div_mul_cancel₀ _ hW⟩
    have h1 : b ⬝ᵥ b * (w ⬝ᵥ w) = (w ⬝ᵥ b) ^ 2 := (eq_div_iff hW).mp (sub_eq_zero.mp h0)
    have h2 : b ⬝ᵥ b = c * (w ⬝ᵥ b) :=
      mul_left_cancel₀ hW (by linear_combination h1 - (w ⬝ᵥ b) * hc)
    refine ⟨c, sub_eq_zero.mp (dotProduct_self_eq_zero.mp ?_)⟩
    simp only [sub_dotProduct, dotProduct_sub, smul_dotProduct, dotProduct_smul, smul_eq_mul,
      dotProduct_comm b w]
    linear_combination h2 + c * hc
  · rintro ⟨c, rfl⟩
    simp only [smul_dotProduct, dotProduct_smul, smul_eq_mul]
    rw [sub_eq_zero, eq_div_iff hW]
    ring

/-- The squared matrix element equals `|b|²` exactly when the driving field is perpendicular to the
static one. -/
theorem full_iff_perpendicular {w : Fin 3 → ℝ} {u v : Fin 2 → ℂ} (hw : w ≠ 0)
    (h : IsLevelPair w u v) (b : Fin 3 → ℝ) :
    intensity b u v = len b ^ 2 ↔ w ⬝ᵥ b = 0 := by
  rw [intensity_eq_sub hw h, len_sq, sub_eq_self, div_eq_zero_iff, or_iff_left (self_ne hw),
    sq_eq_zero_iff]

/-- The squared matrix elements for unit driving fields along the three Cartesian axes add up to 2,
whatever the direction of the nonzero static field. -/
theorem sum_over_axes {w : Fin 3 → ℝ} {u v : Fin 2 → ℂ} (hw : w ≠ 0)
    (h : IsLevelPair w u v) : ∑ k : Fin 3, intensity (Pi.single k 1) u v = 2 := by
  simp only [intensity_eq_sub hw h, dotProduct_single, Pi.single_eq_same, mul_one]
  rw [Fin.sum_univ_three]
  have hs : w 0 ^ 2 / (w ⬝ᵥ w) + w 1 ^ 2 / (w ⬝ᵥ w) + w 2 ^ 2 / (w ⬝ᵥ w) = 1 := by
    rw [← add_div, ← add_div, div_eq_one_iff_eq (self_ne hw), dotProduct, Fin.sum_univ_three]
    ring
  linarith

/-- The static field `(24, 0, -7)` has the levels `(3/5, 4/5)` and `(4/5, -3/5)`. -/
theorem isLevelPair_witness :
    IsLevelPair ![24, 0, -7] ![3 / 5, 4 / 5] ![4 / 5, -3 / 5] := by
  have hl : len ![24, 0, -7] = 25 := by
    have h : (![24, 0, -7] : Fin 3 → ℝ) ⬝ᵥ ![24, 0, -7] = 25 ^ 2 := by
      simp [dotProduct, Fin.sum_univ_three]
      norm_num
    rw [len, h]
    exact Real.sqrt_sq (by norm_num)
  -- real amplitudes are unchanged by complex conjugation
  have hs : ∀ (z : ℂ) (x : ℝ), z = (x : ℂ) → star z = z := by
    intro z x hz
    rw [hz]
    exact Complex.conj_ofReal x
  have h1 : star (3 / 5 : ℂ) = 3 / 5 := hs _ (3 / 5) (by norm_num)
  have h2 : star (4 / 5 : ℂ) = 4 / 5 := hs _ (4 / 5) (by norm_num)
  have h3 : star (-3 / 5 : ℂ) = -3 / 5 := hs _ (-3 / 5) (by norm_num)
  constructor
  · rw [hl]
    ext i
    fin_cases i <;> simp [pauliDot, Matrix.mulVec, dotProduct, Fin.sum_univ_two] <;> norm_num
  · rw [hl]
    ext i
    fin_cases i <;> simp [pauliDot, Matrix.mulVec, dotProduct, Fin.sum_univ_two] <;> norm_num
  · rw [dotProduct, Fin.sum_univ_two]
    change star (3 / 5 : ℂ) * (3 / 5) + star (4 / 5 : ℂ) * (4 / 5) = 1
    rw [h1, h2]
    norm_num
  · rw [dotProduct, Fin.sum_univ_two]
    change star (4 / 5 : ℂ) * (4 / 5) + star (-3 / 5 : ℂ) * (-3 / 5) = 1
    rw [h2, h3]
    norm_num

end

end EPRTransition
```

```lean
#print axioms EPRTransition.transition_probability
#print axioms EPRTransition.forbidden_iff_parallel
#print axioms EPRTransition.full_iff_perpendicular
#print axioms EPRTransition.sum_over_axes
```

```
'EPRTransition.transition_probability' depends on axioms: [propext, Classical.choice, Quot.sound]
'EPRTransition.forbidden_iff_parallel' depends on axioms: [propext, Classical.choice, Quot.sound]
'EPRTransition.full_iff_perpendicular' depends on axioms: [propext, Classical.choice, Quot.sound]
'EPRTransition.sum_over_axes' depends on axioms: [propext, Classical.choice, Quot.sound]
```

## Intensity as a function of two field vectors

The main theorem, `transition_probability`, says that for every real driving vector $b$

$$|\langle u,(b\cdot\sigma)v\rangle|^2=\frac{|w\times b|^2}{|w|^2}.$$

The left side is `intensity b u v`. The matrix $a\cdot\sigma$ is `pauliDot a`, the inner product $\langle x,y\rangle$ is `star x ⬝ᵥ y`, and the length is `len`, defined as a square root because Mathlib's default norm on `Fin 3 → ℝ` is the largest absolute component.

The hypothesis `IsLevelPair w u v` contains the two eigenvalue equations and the two normalisations, and nothing else. Orthogonality of $u$ and $v$ is derived. The phases of the two spinors remain free, and the intensity does not depend on them. The hypothesis `hw : w ≠ 0` ensures that there are two distinct levels.

Three further theorems describe the dependence on direction:

- `forbidden_iff_parallel`: the intensity is zero exactly when $b=cw$ for some real $c$. This includes antiparallel fields and $b=0$.
- `full_iff_perpendicular`: the intensity equals $|b|^2$ exactly when $w\cdot b=0$.
- `sum_over_axes`: the intensities for unit driving fields along the three Cartesian axes add up to 2.

Finally, `isLevelPair_witness` gives an explicit level pair for the tilted field $(24,0,-7)$, whose length is 25. The main theorem and the three theorems on direction take a level pair as given.

## One electron spin and a linearly polarised drive

With an isotropic, positive $g$ factor, the Zeeman Hamiltonian of an electron spin is a positive constant times $B\cdot\sigma$. The vector $w$ stands for the static field with that constant absorbed, so $u$ is the upper level and $v$ the lower one. The vector $b$ stands for the amplitude of the oscillating magnetic field, with the same constant absorbed.

In first-order time-dependent perturbation theory, the transition rate for a weak resonant drive is proportional to $|\langle u,(b\cdot\sigma)v\rangle|^2$. Despite the name of the theorem `transition_probability`, this quantity is not itself a probability: it scales with $|b|^2$ and can exceed 1. The perturbation theory itself is not formalised.

Because $b$ is real, the drive is linearly polarised. The model has one spin ½ and no hyperfine coupling, relaxation, level populations or line shape. For such an isolated spin, a simulation of electron paramagnetic resonance (EPR) intensities can evaluate the orientation factor from the two field vectors without computing eigenvectors.

## From the anticommutator to the cross product

**The anticommutator.** The diagonal entries of $(a\cdot\sigma)(b\cdot\sigma)$ are $a\cdot b\pm i(a_0b_1-a_1b_0)$. The off-diagonal entries are

$$a_2(b_0-ib_1)-(a_0-ia_1)b_2,\qquad (a_0+ia_1)b_2-a_2(b_0+ib_1).$$

Exchanging $a$ and $b$ reverses the sign of everything except $a\cdot b$. Hence

$$(a\cdot\sigma)(b\cdot\sigma)+(b\cdot\sigma)(a\cdot\sigma)=2(a\cdot b)\,\mathbb 1.$$

The matrix $a\cdot\sigma$ is also Hermitian, since its diagonal is real and its off-diagonal entries are complex conjugates.

**Orthogonality.** Evaluating $\langle u,(w\cdot\sigma)v\rangle$ on the right and on the left gives $-|w|\langle u,v\rangle=|w|\langle u,v\rangle$. As $|w|\neq0$, $\langle u,v\rangle=0$.

**The lower level.** Take the expectation value in $v$ of the anticommutator of $w\cdot\sigma$ and $b\cdot\sigma$. Both terms on the left contain $(w\cdot\sigma)v=-|w|v$, so

$$-2|w|\langle v,(b\cdot\sigma)v\rangle=2\,w\cdot b,
\qquad
\langle v,(b\cdot\sigma)v\rangle=-\frac{w\cdot b}{|w|}.$$

**Completeness.** Put $u$ and $v$ into the columns of a matrix $U$. Orthonormality says $U^\dagger U=\mathbb 1$. For a square matrix this implies $UU^\dagger=\mathbb 1$, that is, $uu^\dagger+vv^\dagger=\mathbb 1$. Therefore every spinor $x$ satisfies

$$|\langle u,x\rangle|^2+|\langle v,x\rangle|^2=\langle x,x\rangle.$$

Choose $x=(b\cdot\sigma)v$. The anticommutator with $a=b$ gives $(b\cdot\sigma)^2=|b|^2\mathbb 1$, so $\langle x,x\rangle=|b|^2$, and

$$|\langle u,(b\cdot\sigma)v\rangle|^2=|b|^2-\frac{(w\cdot b)^2}{|w|^2}.$$

**Lagrange's identity.** Expanding the squared components of the cross product gives

$$|w\times b|^2=\sum_{i<j}(w_ib_j-w_jb_i)^2
=\sum_{i\ne j}w_i^2b_j^2-2\sum_{i<j}w_ib_iw_jb_j.$$

Adding and subtracting $\sum_iw_i^2b_i^2$ turns the right side into $|w|^2|b|^2-(w\cdot b)^2$. Division by $|w|^2$ gives the cross-product form of the intensity.

**Directions.** Let $c=(w\cdot b)/|w|^2$. Then

$$|b-cw|^2=|b|^2-2c\,w\cdot b+c^2|w|^2=|b|^2-\frac{(w\cdot b)^2}{|w|^2},$$

so the intensity is the squared length of the part of $b$ perpendicular to $w$. If it vanishes, $b=cw$. Conversely, if $b=cw$ for any real $c$, the intensity is $c^2|w|^2-c^2|w|^2=0$. It equals $|b|^2$ exactly when the subtracted term is zero, which means $w\cdot b=0$. For a unit drive along axis $k$ it is $1-w_k^2/|w|^2$, and the sum over $k=0,1,2$ is $3-1=2$.

## The calculation in Lean

`pauliDot_anticomm` checks the four matrix entries separately, using ring arithmetic and $i^2=-1$. `pauliDot_herm` does the same for Hermiticity, and `herm_move` uses it to move $a\cdot\sigma$ from one side of an inner product to the other. `anticomm_expect` applies the map $M\mapsto\langle v,Mv\rangle$ to both sides of the anticommutator identity.

In `levels_orthogonal` and `lower_expectation`, the eigenvalue equations are substituted into these identities. The coefficient `-1 / 2` in `linear_combination` removes the factor 2 and the sign found by hand. The lemma `len_ne` supplies the nonzero length needed for cancellation or division.

`completeness` obtains $UU^\dagger=\mathbb 1$ from $U^\dagger U=\mathbb 1$ through `mul_eq_one_comm`. It then combines the four entries of that matrix equation with weights $\overline{x_i}\,x_j$. `intensity_eq_sub` sets $x=(b\cdot\sigma)v$, returns from complex to real numbers by `Complex.ofReal_injective`, and inserts the expectation value in the lower level.

`transition_probability` proves Lagrange's identity in components as `hc` and divides by $w\cdot w$. The theorems on directions start from `intensity_eq_sub`. For the forbidden line, the proof introduces $c$ through $c\,(w\cdot w)=w\cdot b$ and shows that $b-cw$ has zero dot product with itself. For the sum over axes, `Pi.single k 1` is the unit vector along axis $k$. The explicit level pair is verified by computing the length 25 and then checking each eigenvalue equation and normalisation in exact arithmetic.
